# The density and hole matrices of orthonormal orbitals are complementary projectors

## The question

In a single-determinant description of $k$ electrons, such as Hartree–Fock theory or the Kohn–Sham reference system, each occupied spin orbital is expanded in a finite set of $n$ basis functions of position and spin, which are taken here to be orthonormal. The coefficients form a complex $n\times k$ matrix $C$, whose entry $C_{ia}$ is the weight of basis function $i$ in orbital $a$, with $i = 0,\dots,n-1$ and $a = 0,\dots,k-1$. Orthonormality of the orbitals reads $C^\dagger C = 1_k$, where $\dagger$ is the conjugate transpose and $1_k$ the $k\times k$ unit matrix. One-particle expectation values are computed from the density matrix

$$P = CC^\dagger, \qquad P_{ij} = \sum_a C_{ia}\,\overline{C_{ja}},$$

and its complement $Q = 1_n - P$ is the hole matrix. The question is which properties $P$ and $Q$ inherit from the orthonormality of the orbitals, and whether those properties give orthonormality back.

## The claim and its derivation

**Claim.** If $C^\dagger C = 1_k$, then $P$ and $Q$ are Hermitian, idempotent and positive semidefinite, $PC = C$, and $\operatorname{tr}P = k$. Conversely, $P^2 = P$ and $\operatorname{tr}P = k$ together imply $C^\dagger C = 1_k$.

Hermiticity follows from $(CC^\dagger)^\dagger = C^{\dagger\dagger}C^\dagger = CC^\dagger$, and then $Q^\dagger = 1_n - P^\dagger = Q$. Orthonormality enters through

$$PC = C\,(C^\dagger C) = C,$$

which gives $QC = C - PC = 0$ and $P^2 = (PC)\,C^\dagger = CC^\dagger = P$. For the hole matrix, $Q^2 = (1_n - P) - (P - P^2) = Q$.

Any Hermitian idempotent matrix $R$ equals both $R^\dagger R$ and $RR^\dagger$. The first form gives $x^\dagger R x = \lVert Rx\rVert^2 \ge 0$ for every vector $x \in \mathbb{C}^n$, and the second gives $R_{ii} = \sum_j \lvert R_{ij}\rvert^2 \ge 0$. Both apply to $P$ and to $Q$.

Cyclicity of the trace gives $\operatorname{tr}P = \operatorname{tr}C^\dagger C = k$, so $\operatorname{tr}Q = n-k$. The diagonal of $Q$ is non-negative, hence $k \le n$. For a normalised $x$, positivity of $Q$ reads $1 - x^\dagger P x \ge 0$, so $0 \le x^\dagger P x \le 1$. If $Pv = \mu v$ for a vector $v \ne 0$ and a complex number $\mu$, then $P^2 v = Pv$ gives $\mu^2 v = \mu v$, so $\mu(\mu-1) = 0$.

If $Pv = v$, then $v = Cc$ with $c = C^\dagger v \in \mathbb{C}^k$; if $v = Cc$, then $Pv = PCc = v$. The equation $Qv = v$ means $Pv = 0$. Since $C^\dagger P = C^\dagger$, this forces $C^\dagger v = 0$, and $C^\dagger v = 0$ gives $Pv = C\,(C^\dagger v) = 0$ in return.

For the converse, let $M = C^\dagger C$ be the Hermitian overlap matrix of the orbitals. Cyclicity gives $\operatorname{tr}M = \operatorname{tr}P = k$ and $\operatorname{tr}M^2 = \operatorname{tr}(C^\dagger P C) = \operatorname{tr}P^2 = k$. Therefore

$$\operatorname{tr}\big[(1_k - M)(1_k - M)^\dagger\big] = k - 2\operatorname{tr}M + \operatorname{tr}M^2 = 0 .$$

The left side is the sum of the squared moduli of all entries of $1_k - M$, so $M = 1_k$.

A matrix can therefore be the density matrix of a single determinant of $k$ electrons in a finite orthonormal basis only if it is Hermitian and idempotent, so that its eigenvalues are $0$ or $1$, and has trace $k$. These conditions are shown here to be necessary; that every Hermitian idempotent matrix of trace $k$ has the form $CC^\dagger$ is not derived.

## Failure without orthonormality, and the smallest cases

The examples up to the next heading are worked on paper and do not appear in the Lean file. Take $n = k = 2$ with both columns of $C$ equal to $(1,0)^T$, so the orbitals are normalised but not orthogonal. Then $P = \operatorname{diag}(2,0)$ is Hermitian, positive semidefinite and has trace $2$, but $P^2 = \operatorname{diag}(4,0) \ne P$, $PC = 2C$, and $Q = \operatorname{diag}(-1,1)$ has a negative eigenvalue. The correct trace alone thus does not give orthonormality. Scaling both columns to $(1/\sqrt2, 0)^T$ gives $P = \operatorname{diag}(1,0)$, which is idempotent with trace $1 \neq k$, while every entry of $C^\dagger C$ is $1/2$. Idempotency alone does not suffice either. Neither matrix is the density matrix of a two-electron state: $\operatorname{diag}(2,0)$ puts two electrons into one spin orbital, which the Pauli principle forbids, and $\operatorname{diag}(1,0)$ has trace $1$.

For $k = 0$ the condition $C^\dagger C = 1_0$ is an equation between empty matrices and always holds, with $P = 0$, $Q = 1_n$ and $\operatorname{tr}Q = n$. For $n = k = 1$ the matrix $C$ is a number of modulus one, and $P = 1$, $Q = 0$.

## The formal development

```lean
import Mathlib

open Matrix
open scoped ComplexOrder

namespace DensityHoleProjectors

noncomputable section

variable {n k : ℕ}
```

The sizes `n` and `k` are arbitrary natural numbers, zero included, and `Fin n` indexes from $0$. Opening `ComplexOrder` fixes the meaning of `≤` on `ℂ`: $z \le w$ says that $w - z$ is real and non-negative. An inequality $0 \le z$ therefore also states that $z$ is real.

```lean
/-- One-particle density matrix `P = C Cᴴ` of the orbitals stored as the columns of `C`. -/
def density (C : Matrix (Fin n) (Fin k) ℂ) : Matrix (Fin n) (Fin n) ℂ := C * Cᴴ

/-- Hole matrix `1 - P` belonging to the orbital coefficients `C`. -/
def hole (C : Matrix (Fin n) (Fin k) ℂ) : Matrix (Fin n) (Fin n) ℂ := 1 - density C
```

Rows of `C` are basis functions, columns are orbitals, and `Cᴴ` is $C^\dagger$. The formula $P = CC^\dagger$ is a definition here; its derivation from a many-electron determinant is not part of the file. Each orbital is occupied once, so the closed-shell convention with a factor $2$ is not covered. The basis is orthonormal by convention, since no basis overlap matrix appears, and fractional occupations of correlated or thermal states lie outside the model.

Three lemmas about general matrices come first.

```lean
/-- A Hermitian idempotent matrix is positive semidefinite. -/
theorem projector_posSemidef {P : Matrix (Fin n) (Fin n) ℂ} (hH : P.IsHermitian)
    (hI : P * P = P) : P.PosSemidef := by
  have h := posSemidef_conjTranspose_mul_self P
  rwa [hH.eq, hI] at h
```

Mathlib's `posSemidef_conjTranspose_mul_self` states that $P^\dagger P$ is positive semidefinite for any $P$. Rewriting with `hH.eq` and `hI` turns $P^\dagger P$ into $PP$ and then into $P$.

```lean
/-- The diagonal elements of a Hermitian idempotent matrix are real and non-negative. -/
theorem projector_diag_nonneg {P : Matrix (Fin n) (Fin n) ℂ} (hH : P.IsHermitian)
    (hI : P * P = P) (i : Fin n) : 0 ≤ P i i := by
  -- `P i i` is the sum of the squared moduli of row `i`
  have h : (P * Pᴴ) i i = P i i := by rw [hH.eq, hI]
  have h0 : 0 ≤ (P * Pᴴ) i i := by
    rw [Matrix.mul_apply]
    refine Finset.sum_nonneg fun j _ => ?_
    rw [conjTranspose_apply]
    exact mul_star_self_nonneg _
  rwa [h] at h0
```

The step `h` is $(PP^\dagger)_{ii} = P_{ii}$, and `h0` expands the left side into $\sum_j P_{ij}\overline{P_{ij}}$, each term being non-negative by `mul_star_self_nonneg`; `star` is complex conjugation.

```lean
/-- A square matrix `A` with `tr (A Aᴴ) = 0` vanishes. -/
theorem eq_zero_of_trace_mul_conjTranspose (A : Matrix (Fin k) (Fin k) ℂ)
    (h : trace (A * Aᴴ) = 0) : A = 0 := by
  have hnn : ∀ i j, 0 ≤ A i j * star (A i j) := fun i j => mul_star_self_nonneg _
  have hsum : ∑ i, ∑ j, A i j * star (A i j) = 0 := by
    simpa only [Matrix.trace, Matrix.diag_apply, Matrix.mul_apply, conjTranspose_apply] using h
  have hrow : ∀ i ∈ (Finset.univ : Finset (Fin k)), 0 ≤ ∑ j, A i j * star (A i j) :=
    fun i _ => Finset.sum_nonneg fun j _ => hnn i j
  ext i j
  have hent : ∀ j ∈ (Finset.univ : Finset (Fin k)), 0 ≤ A i j * star (A i j) :=
    fun j _ => hnn i j
  have h1 := (Finset.sum_eq_zero_iff_of_nonneg hrow).1 hsum i (Finset.mem_univ i)
  have h2 := (Finset.sum_eq_zero_iff_of_nonneg hent).1 h1 j (Finset.mem_univ j)
  show A i j = 0
  rcases mul_eq_zero.1 h2 with h3 | h3
  · exact h3
  · exact star_eq_zero.1 h3
```

Here `hsum` writes $\operatorname{tr}AA^\dagger$ as the double sum of $A_{ij}\overline{A_{ij}}$ for a $k \times k$ matrix $A$. A vanishing sum of non-negative terms has vanishing terms, and `Finset.sum_eq_zero_iff_of_nonneg` applies this once to the rows (`h1`) and once within a row (`h2`).

```lean
/-- For orthonormal orbitals the density matrix reproduces `C` and the hole matrix
annihilates `C`. -/
theorem density_hole_mul_orbitals {C : Matrix (Fin n) (Fin k) ℂ} (hC : Cᴴ * C = 1) :
    density C * C = C ∧ hole C * C = 0 := by
  have h : density C * C = C := by
    rw [density, Matrix.mul_assoc, hC, Matrix.mul_one]
  refine ⟨h, ?_⟩
  rw [hole, Matrix.sub_mul, Matrix.one_mul, h, sub_self]
```

The hypothesis `hC : Cᴴ * C = 1` is orthonormality of the orbitals, assumed and not derived from any eigenvalue problem. The proof rebrackets $(CC^\dagger)C$, inserts `hC`, and subtracts to obtain $QC = 0$.

```lean
/-- For `k` orthonormal orbitals, the density matrix `P` and the hole matrix `1 - P` are
Hermitian, idempotent and positive semidefinite, `P C = C`, and `tr P = k`. -/
theorem density_hole_projectors {C : Matrix (Fin n) (Fin k) ℂ} (hC : Cᴴ * C = 1) :
    ((density C).IsHermitian ∧ density C * density C = density C ∧ (density C).PosSemidef) ∧
    ((hole C).IsHermitian ∧ hole C * hole C = hole C ∧ (hole C).PosSemidef) ∧
    density C * C = C ∧ trace (density C) = k := by
  have hPC := (density_hole_mul_orbitals hC).1
  have hH : (density C).IsHermitian := by
    show (C * Cᴴ)ᴴ = C * Cᴴ
    rw [conjTranspose_mul, conjTranspose_conjTranspose]
  -- `P P = (P C) Cᴴ = C Cᴴ`
  have hI : density C * density C = density C := by
    show density C * (C * Cᴴ) = C * Cᴴ
    rw [← Matrix.mul_assoc, hPC]
  have hQH : (hole C).IsHermitian := by
    show (1 - density C)ᴴ = 1 - density C
    rw [conjTranspose_sub, conjTranspose_one, hH.eq]
  have hQI : hole C * hole C = hole C := by
    rw [hole, sub_mul, one_mul, mul_sub, mul_one, hI, sub_self, sub_zero]
  -- cyclicity of the trace
  have ht : trace (density C) = k := by
    rw [density, trace_mul_comm C Cᴴ, hC, trace_one, Fintype.card_fin]
  exact ⟨⟨hH, hI, projector_posSemidef hH hI⟩, ⟨hQH, hQI, projector_posSemidef hQH hQI⟩,
    hPC, ht⟩
```

This is the main claim, read left to right: three properties of `density C`, the same three of `hole C`, then $PC = C$ and the trace, with `k` cast to a complex number. The steps `hH`, `hI`, `hQH` and `hQI` are the four computations of the derivation, and `hH` makes no use of `hC`. In `ht`, `trace_mul_comm C Cᴴ` is cyclicity for rectangular factors, which relates an $n\times n$ trace to a $k\times k$ trace. Positivity comes from `projector_posSemidef`, applied twice.

```lean
/-- For `k` orthonormal orbitals in `n` basis functions the hole matrix has trace `n - k`,
and `k ≤ n`. -/
theorem trace_hole {C : Matrix (Fin n) (Fin k) ℂ} (hC : Cᴴ * C = 1) :
    trace (hole C) = (n : ℂ) - k ∧ k ≤ n := by
  obtain ⟨_, ⟨hQH, hQI, _⟩, _, ht⟩ := density_hole_projectors hC
  have h : trace (hole C) = (n : ℂ) - k := by
    rw [hole, trace_sub, trace_one, Fintype.card_fin, ht]
  refine ⟨h, ?_⟩
  -- the diagonal of the hole matrix is non-negative
  have h0 : 0 ≤ trace (hole C) :=
    Finset.sum_nonneg fun i _ => projector_diag_nonneg hQH hQI i
  rw [h, sub_nonneg] at h0
  have h1 := (Complex.le_def.1 h0).1
  simpa using h1
```

The difference `(n : ℂ) - k` is taken in the complex numbers. The bound `k ≤ n` between natural numbers is a conclusion: `h0` sums the non-negative diagonal of $Q$, and `Complex.le_def` extracts the inequality between real parts.

```lean
/-- For orthonormal orbitals, the expectation value of the density matrix in any normalised
vector `x` is real and lies between `0` and `1`. -/
theorem occupation_between_zero_and_one {C : Matrix (Fin n) (Fin k) ℂ} (hC : Cᴴ * C = 1)
    (x : Fin n → ℂ) (hx : star x ⬝ᵥ x = 1) :
    0 ≤ star x ⬝ᵥ (density C *ᵥ x) ∧ star x ⬝ᵥ (density C *ᵥ x) ≤ 1 := by
  obtain ⟨⟨_, _, hP⟩, ⟨_, _, hQ⟩, _, _⟩ := density_hole_projectors hC
  refine ⟨hP.dotProduct_mulVec_nonneg x, ?_⟩
  -- the upper bound is the positivity of the hole matrix
  have h := hQ.dotProduct_mulVec_nonneg x
  rw [hole, Matrix.sub_mulVec, Matrix.one_mulVec, dotProduct_sub, hx] at h
  exact sub_nonneg.1 h
```

The expression `star x ⬝ᵥ (density C *ᵥ x)` is $x^\dagger P x$, the occupation of the one-particle state $x$, and `hx` is the normalisation $x^\dagger x = 1$. The lower bound is positivity of $P$, and the upper bound is positivity of $Q$ after `h` has been rewritten as $0 \le 1 - x^\dagger P x$.

```lean
/-- For orthonormal orbitals every eigenvalue of the density matrix is `0` or `1`. -/
theorem density_eigenvalue {C : Matrix (Fin n) (Fin k) ℂ} (hC : Cᴴ * C = 1)
    {v : Fin n → ℂ} {μ : ℂ} (hv0 : v ≠ 0) (hv : density C *ᵥ v = μ • v) :
    μ = 0 ∨ μ = 1 := by
  obtain ⟨⟨_, hI, _⟩, _, _, _⟩ := density_hole_projectors hC
  have h1 : density C *ᵥ (density C *ᵥ v) = density C *ᵥ v := by
    rw [Matrix.mulVec_mulVec, hI]
  rw [hv, Matrix.mulVec_smul, hv, smul_smul] at h1
  have h2 : (μ * (μ - 1)) • v = 0 := by
    rw [mul_sub, mul_one, sub_smul, h1, sub_self]
  rcases smul_eq_zero.1 h2 with h3 | h3
  · rcases mul_eq_zero.1 h3 with h4 | h4
    · exact Or.inl h4
    · exact Or.inr (sub_eq_zero.1 h4)
  · exact absurd h3 hv0
```

The eigenvalue `μ` may be any complex number and `v` any non-zero vector, normalised or not. Only idempotency is taken from the main theorem: `h1` becomes $\mu^2 v = \mu v$ and `h2` is $\mu(\mu-1)v = 0$. The theorem restricts the possible eigenvalues and makes no statement about their multiplicities.

```lean
/-- For orthonormal orbitals, the density matrix fixes exactly the linear combinations of the
columns of `C`, and the hole matrix fixes exactly the vectors orthogonal to all columns. -/
theorem fixed_vectors {C : Matrix (Fin n) (Fin k) ℂ} (hC : Cᴴ * C = 1) (v : Fin n → ℂ) :
    (density C *ᵥ v = v ↔ ∃ c : Fin k → ℂ, v = C *ᵥ c) ∧
    (hole C *ᵥ v = v ↔ Cᴴ *ᵥ v = 0) := by
  have hPC := (density_hole_mul_orbitals hC).1
  have hCP : Cᴴ * density C = Cᴴ := by
    rw [density, ← Matrix.mul_assoc, hC, Matrix.one_mul]
  constructor
  · constructor
    · intro h
      refine ⟨Cᴴ *ᵥ v, ?_⟩
      rw [Matrix.mulVec_mulVec]
      exact h.symm
    · rintro ⟨c, rfl⟩
      rw [Matrix.mulVec_mulVec, hPC]
  · rw [hole, Matrix.sub_mulVec, Matrix.one_mulVec, sub_eq_self]
    constructor
    · intro h
      calc Cᴴ *ᵥ v = Cᴴ *ᵥ (density C *ᵥ v) := by rw [Matrix.mulVec_mulVec, hCP]
        _ = 0 := by rw [h, Matrix.mulVec_zero]
    · intro h
      rw [density, ← Matrix.mulVec_mulVec, h, Matrix.mulVec_zero]
```

The first equivalence identifies the vectors fixed by $P$ with the occupied space, the span of the columns of $C$, and supplies the coefficients `Cᴴ *ᵥ v`. The second identifies the vectors fixed by $Q$ with those orthogonal to every occupied orbital; `sub_eq_self` reduces $v - Pv = v$ to $Pv = 0$, and `hCP` is $C^\dagger P = C^\dagger$.

```lean
/-- The `k` columns of `C` are orthonormal if and only if the density matrix `C Cᴴ` is
idempotent and has trace `k`. -/
theorem orthonormal_iff_idempotent_trace (C : Matrix (Fin n) (Fin k) ℂ) :
    Cᴴ * C = 1 ↔ density C * density C = density C ∧ trace (density C) = k := by
  constructor
  · intro hC
    obtain ⟨⟨_, hI, _⟩, _, _, ht⟩ := density_hole_projectors hC
    exact ⟨hI, ht⟩
  · rintro ⟨hI, ht⟩
    -- the overlap matrix `Cᴴ C` and its square both have trace `k`
    have hM : trace (Cᴴ * C) = k := by
      rw [trace_mul_comm Cᴴ C]
      exact ht
    have hM2 : trace (Cᴴ * C * (Cᴴ * C)) = k := by
      have e : Cᴴ * C * (Cᴴ * C) = Cᴴ * (density C * C) := by
        simp only [density, Matrix.mul_assoc]
      rw [e, trace_mul_comm Cᴴ (density C * C), Matrix.mul_assoc]
      show trace (density C * density C) = k
      rw [hI, ht]
    have hH : ((1 : Matrix (Fin k) (Fin k) ℂ) - Cᴴ * C)ᴴ = 1 - Cᴴ * C := by
      rw [conjTranspose_sub, conjTranspose_one, conjTranspose_mul, conjTranspose_conjTranspose]
    have expand : ∀ M : Matrix (Fin k) (Fin k) ℂ, (1 - M) * (1 - M) = 1 - M - M + M * M := by
      intro M
      noncomm_ring
    -- hence `1 - Cᴴ C` has vanishing Frobenius norm
    have hz : (1 : Matrix (Fin k) (Fin k) ℂ) - Cᴴ * C = 0 := by
      apply eq_zero_of_trace_mul_conjTranspose
      rw [hH, expand, trace_add, trace_sub, trace_sub, trace_one, Fintype.card_fin, hM, hM2]
      ring
    exact (sub_eq_zero.1 hz).symm
```

The equivalence holds for every $n \times k$ matrix `C`. In the reverse direction `hM` and `hM2` are $\operatorname{tr}M = k$ and $\operatorname{tr}M^2 = k$, `hH` is hermiticity of $1_k - M$, and `expand` multiplies out the square. The trace becomes $k - k - k + k$, and `eq_zero_of_trace_mul_conjTranspose` gives `hz`. The statement starts from a matrix already of the form $CC^\dagger$; it does not say that an arbitrary idempotent matrix of trace $k$ can be factorised in this way.

## A numerical instance

Take $n = 3$, $k = 2$, with orbital $0$ equal to $(3/5,\ 4\mathrm{i}/5,\ 0)^T$, where $\mathrm{i}$ is the imaginary unit, and orbital $1$ equal to $(0,0,1)^T$. The squared norms are $9/25 + 16/25 = 1$ and $1$, and the overlap is zero. The off-diagonal entry is $P_{01} = \tfrac35\cdot\overline{\tfrac45\mathrm{i}} = -\tfrac{12}{25}\mathrm{i}$, and

$$P = \begin{pmatrix} 9/25 & -12\mathrm{i}/25 & 0\\ 12\mathrm{i}/25 & 16/25 & 0\\ 0&0&1\end{pmatrix}.$$

The trace is $2$. Idempotency can be checked entry by entry, for example $(P^2)_{00} = (81+144)/625 = 9/25$ and $(P^2)_{01} = -\tfrac{12}{25}\mathrm{i}\,\big(\tfrac{9}{25}+\tfrac{16}{25}\big) = P_{01}$. The hole matrix has diagonal $(16/25,\ 9/25,\ 0)$ and trace $1 = n-k$. It equals $vv^\dagger$ for the unit vector $v = (4/5,\ -3\mathrm{i}/5,\ 0)^T$, which satisfies $C^\dagger v = 0$ because $\tfrac35\cdot\tfrac45 + (-\tfrac45\mathrm{i})(-\tfrac35\mathrm{i}) = 0$. The diagonal entries $9/25$ and $16/25$ of $P$ are fractional occupations of basis functions $0$ and $1$, although every eigenvalue of $P$ is $0$ or $1$.

```lean
/-- Two orbitals in three basis functions, the first with a complex coefficient. -/
def sampleOrbitals : Matrix (Fin 3) (Fin 2) ℂ :=
  !![3 / 5, 0; 4 / 5 * Complex.I, 0; 0, 1]
```

The theorem below states orthonormality of these two columns and the displayed form of $P$. The steps `h3`, `h4` and `h5` record that the integers are unchanged by conjugation, and `fin_cases` then splits the two claims into the four overlap entries and the nine density entries, whose real and imaginary parts are checked by `simp` and `norm_num`.

```lean
/-- The sample orbitals are orthonormal, and their density matrix is the displayed matrix. -/
theorem orthonormal_orbitals_witness :
    sampleOrbitalsᴴ * sampleOrbitals = 1 ∧
    density sampleOrbitals =
      !![9 / 25, -(12 / 25 * Complex.I), 0; 12 / 25 * Complex.I, 16 / 25, 0; 0, 0, 1] := by
  have h3 : (starRingEnd ℂ) 3 = 3 := Complex.ext (by simp) (by simp)
  have h4 : (starRingEnd ℂ) 4 = 4 := Complex.ext (by simp) (by simp)
  have h5 : (starRingEnd ℂ) 5 = 5 := Complex.ext (by simp) (by simp)
  constructor
  · ext i j
    fin_cases i <;> fin_cases j <;>
      simp [sampleOrbitals, Matrix.mul_apply, Fin.sum_univ_succ, Complex.ext_iff,
        h3, h4, h5]
    norm_num
  · ext i j
    fin_cases i <;> fin_cases j <;>
      simp [density, sampleOrbitals, Matrix.mul_apply, Fin.sum_univ_succ, Complex.ext_iff,
        h3, h4, h5] <;>
      norm_num

end

end DensityHoleProjectors
```

```lean
#print axioms DensityHoleProjectors.density_hole_projectors
#print axioms DensityHoleProjectors.trace_hole
#print axioms DensityHoleProjectors.fixed_vectors
#print axioms DensityHoleProjectors.orthonormal_iff_idempotent_trace
```

```
'DensityHoleProjectors.density_hole_projectors' depends on axioms: [propext, Classical.choice, Quot.sound]
'DensityHoleProjectors.trace_hole' depends on axioms: [propext, Classical.choice, Quot.sound]
'DensityHoleProjectors.fixed_vectors' depends on axioms: [propext, Classical.choice, Quot.sound]
'DensityHoleProjectors.orthonormal_iff_idempotent_trace' depends on axioms: [propext, Classical.choice, Quot.sound]
```
